# Equally spaced charges minimise the energy of a finite classical Wigner crystal with the one-dimensional Coulomb interaction

Let $N$ unit charges with pair interaction $-|r|$, the Coulomb potential in one dimension, lie in a uniform neutralising background of density $1/a$ on $[0,Na]$, with $a>0$. If their positions are ordered, $x_0\le x_1\le\dots\le x_{N-1}$, their total energy is

$$E=\frac{Na}{12}+\frac1a\sum_{i=0}^{N-1}(x_i-s_i)^2,\qquad s_i=\left(i+\tfrac12\right)a .$$

As long as the order is kept, each charge therefore sits in a harmonic well centred on its own site. For positions in any order within the background, $E\ge Na/12$, with equality exactly when the charges occupy the sites $s_i$, one each.

This is a static, classical model of a Wigner crystal: there is no kinetic energy. The interaction $-|r|$ is that of parallel, uniformly charged sheets; electrons confined to a line in three-dimensional space repel as $1/r$ and are not covered by this result. For finite $N$ and open boundaries, the formula gives an exact reference value for a one-dimensional electrostatics code with the pair interaction $-|r|$; if the code uses $-|r|/2$, as follows from $\varphi''=-\rho$, the energy is halved.

In Lean 4 with Mathlib:

```lean
import Mathlib

open Finset

namespace WignerCrystalLine

noncomputable section
```

## The energy and the crystal sites

The energy has three parts: repulsion between charges, attraction to the background, and the self-energy of the background,

$$E=-\frac12\sum_{i,j}|x_i-x_j|+\frac1a\sum_i\int_0^{Na}|x_i-y|\,dy-\frac1{2a^2}\int_0^{Na}\!\!\int_0^{Na}|z-y|\,dy\,dz .$$

The double sum counts each pair twice, hence the factor $\tfrac12$; its diagonal vanishes.

```lean
/-- The energy of `N` unit charges at positions `x` with pair interaction `-|r|`, in a uniform
background of opposite charge with density `1/a` on `[0, N a]`: charge-charge,
charge-background and background-background parts. -/
def energy {N : ℕ} (a : ℝ) (x : Fin N → ℝ) : ℝ :=
  -(1 / 2) * ∑ i, ∑ j, |x i - x j|
    + (1 / a) * ∑ i, (∫ y in (0 : ℝ)..(N * a), |x i - y|)
    - 1 / (2 * a ^ 2) * ∫ z in (0 : ℝ)..(N * a), ∫ y in (0 : ℝ)..(N * a), |z - y|
```

A configuration is a function `x : Fin N → ℝ`, so labels run from $0$ to $N-1$. The charge and the Coulomb prefactor are set to one, and $a$ is the length of background that neutralises one charge. The sites are the midpoints of the $N$ cells of that length. For $a=1$ and labels counted from one, they are at $i-\tfrac12$.

```lean
/-- The crystal sites `(i + 1/2) a`, with `i` counted from zero: the midpoints of the `N` cells
of length `a`. -/
def site {N : ℕ} (a : ℝ) (i : Fin N) : ℝ := (((i : ℕ) : ℝ) + 1 / 2) * a
```

## Integrating over the background

For $0\le x\le L$, splitting the integral at $x$ gives

$$\int_0^L|x-y|\,dy=\frac{x^2}{2}+\frac{(L-x)^2}{2}=x^2-Lx+\frac{L^2}{2}.$$

```lean
/-- Inside a uniform background on `[0, L]`, the integrated distance to the background is a
quadratic function of position. -/
theorem background_potential {L x : ℝ} (h0 : 0 ≤ x) (hL : x ≤ L) :
    ∫ y in (0 : ℝ)..L, |x - y| = x ^ 2 - L * x + L ^ 2 / 2 := by
  have hi : ∀ b c : ℝ, IntervalIntegrable (fun y : ℝ => |x - y|) MeasureTheory.volume b c :=
    fun b c => (continuous_const.sub continuous_id).abs.intervalIntegrable b c
  have hc : ∀ b c : ℝ, IntervalIntegrable (fun y : ℝ => y) MeasureTheory.volume b c :=
    fun b c => continuous_id.intervalIntegrable b c
  have hk : ∀ b c : ℝ, IntervalIntegrable (fun _ : ℝ => x) MeasureTheory.volume b c :=
    fun b c => continuous_const.intervalIntegrable b c
  -- split the background at the position of the charge
  have h1 : ∫ y in (0 : ℝ)..x, |x - y| = ∫ y in (0 : ℝ)..x, (x - y) := by
    refine intervalIntegral.integral_congr fun y hy => ?_
    rw [Set.uIcc_of_le h0] at hy
    exact abs_of_nonneg (sub_nonneg.mpr hy.2)
  have h2 : ∫ y in x..L, |x - y| = ∫ y in x..L, (y - x) := by
    refine intervalIntegral.integral_congr fun y hy => ?_
    rw [Set.uIcc_of_le hL] at hy
    exact (abs_of_nonpos (sub_nonpos.mpr hy.1)).trans (neg_sub x y)
  rw [← intervalIntegral.integral_add_adjacent_intervals (hi 0 x) (hi x L), h1, h2,
    intervalIntegral.integral_sub (hk 0 x) (hc 0 x),
    intervalIntegral.integral_sub (hc x L) (hk x L)]
  simp only [integral_id, intervalIntegral.integral_const, smul_eq_mul]
  ring
```

In the proof, `h1` and `h2` remove the absolute value on either side of the charge. Integrating the quadratic once more gives

$$\int_0^L\left(z^2-Lz+\frac{L^2}{2}\right)dz=\frac{L^3}{3}-\frac{L^3}{2}+\frac{L^3}{2}=\frac{L^3}{3}.$$

```lean
/-- The distance between two points of `[0, L]`, integrated over both points, is `L³/3`. -/
theorem background_self {L : ℝ} (hL : 0 ≤ L) :
    ∫ z in (0 : ℝ)..L, ∫ y in (0 : ℝ)..L, |z - y| = L ^ 3 / 3 := by
  have h1 : ∫ z in (0 : ℝ)..L, ∫ y in (0 : ℝ)..L, |z - y|
      = ∫ z in (0 : ℝ)..L, (z ^ 2 - L * z + L ^ 2 / 2) := by
    refine intervalIntegral.integral_congr fun z hz => ?_
    rw [Set.uIcc_of_le hL] at hz
    exact background_potential hz.1 hz.2
  have hd : ∀ z ∈ Set.uIcc 0 L, HasDerivAt
      (fun z : ℝ => z ^ 3 / 3 - L * z ^ 2 / 2 + L ^ 2 / 2 * z) (z ^ 2 - L * z + L ^ 2 / 2) z := by
    intro z _
    have h := ((((hasDerivAt_id' z).fun_pow 3).div_const 3).fun_sub
      ((((hasDerivAt_id' z).fun_pow 2).const_mul L).div_const 2)).fun_add
      ((hasDerivAt_id' z).const_mul (L ^ 2 / 2))
    refine h.congr_deriv ?_
    norm_num
    ring
  rw [h1, intervalIntegral.integral_eq_sub_of_hasDerivAt hd
    (Continuous.intervalIntegrable (by fun_prop) 0 L)]
  ring
```

Here `hd` supplies the antiderivative, which is then evaluated at the endpoints.

## The repulsion of ordered charges

Charge $i$ has $i$ charges to its left and $N-1-i$ to its right. In the sum over pairs, $x_i$ enters with a plus sign for each of the former and a minus sign for each of the latter, so

$$\sum_{i,j}|x_i-x_j|=2\sum_i(2i+1-N)\,x_i .$$

By induction, adding a rightmost charge at $x_n$ to $n$ charges adds $2\sum_{i<n}(x_n-x_i)=2nx_n-2\sum_{i<n}x_i$. This lowers each old coefficient by one and gives the new charge the coefficient $n$, as required.

```lean
/-- For ordered charges the sum of the distances over all ordered pairs is linear in the positions:
each position is weighted by twice the difference between the number of charges before it and the
number after it in the labelling. -/
theorem pair_sum {N : ℕ} (x : Fin N → ℝ) (hx : Monotone x) :
    ∑ i, ∑ j, |x i - x j| = 2 * ∑ i : Fin N, (2 * ((i : ℕ) : ℝ) + 1 - (N : ℝ)) * x i := by
  induction N with
  | zero => simp
  | succ n ih =>
    -- remove the rightmost charge
    have h := ih (fun i => x i.castSucc)
      (fun i j hij => hx (Fin.castSucc_le_castSucc_iff.mpr hij))
    beta_reduce at h
    have e2 : ∀ i : Fin n, |x (Fin.last n) - x i.castSucc| = x (Fin.last n) - x i.castSucc :=
      fun i => abs_of_nonneg (sub_nonneg.mpr (hx (Fin.le_last _)))
    have e1 : ∀ i : Fin n, |x i.castSucc - x (Fin.last n)| = x (Fin.last n) - x i.castSucc :=
      fun i => (abs_sub_comm _ _).trans (e2 i)
    have hv : ∀ i : Fin n, ((i.castSucc : Fin (n + 1)) : ℕ) = (i : ℕ) := fun _ => rfl
    have e3 : ∑ i : Fin n, (2 * ((i : ℕ) : ℝ) + 1 - ((n + 1 : ℕ) : ℝ)) * x i.castSucc
        = ∑ i : Fin n, (2 * ((i : ℕ) : ℝ) + 1 - (n : ℝ)) * x i.castSucc
          - ∑ i : Fin n, x i.castSucc := by
      rw [← Finset.sum_sub_distrib]
      refine Finset.sum_congr rfl fun i _ => ?_
      push_cast
      ring
    simp only [Fin.sum_univ_castSucc, Finset.sum_add_distrib, e1, e2, sub_self, abs_zero, hv,
      Fin.val_last, e3, Finset.sum_sub_distrib, Finset.sum_const, Finset.card_univ,
      Fintype.card_fin, nsmul_eq_mul]
    push_cast
    linear_combination h
```

The hypothesis `Monotone x` expresses the ordering and allows coincident charges. The facts `e1` and `e2` evaluate the distances to the last charge, and `e3` records the shift of the old coefficients.

## Completing the square

The constant requires the sum of the squared half-integers,

$$\sum_{i=0}^{N-1}\left(i+\tfrac12\right)^2=\frac{N^3}{3}-\frac N{12}.$$

It holds for $N=0$, and raising $N$ to $N+1$ increases the right side by $N^2+N+\tfrac14=(N+\tfrac12)^2$.

```lean
/-- The sum of the squares of the first `N` half-integers. -/
theorem sum_half_integers_sq (N : ℕ) :
    ∑ i : Fin N, (((i : ℕ) : ℝ) + 1 / 2) ^ 2 = (N : ℝ) ^ 3 / 3 - N / 12 := by
  rw [Fin.sum_univ_eq_sum_range (fun i : ℕ => ((i : ℝ) + 1 / 2) ^ 2) N]
  induction N with
  | zero => simp
  | succ n ih =>
    rw [Finset.sum_range_succ, ih]
    push_cast
    ring
```

Now put $L=Na$ and collect the three parts. The terms $+Nx_i$ from the repulsion and $-Nx_i$ from the background cancel, leaving

$$\begin{aligned}
E&=\frac1a\sum_i\left(x_i^2-2s_ix_i\right)+\frac{aN^3}{2}-\frac{aN^3}{6}\\
&=\frac1a\sum_i(x_i-s_i)^2-a\sum_i\left(i+\tfrac12\right)^2+\frac{aN^3}{3}\\
&=\frac1a\sum_i(x_i-s_i)^2+\frac{Na}{12}.
\end{aligned}$$

```lean
/-- For ordered charges inside the background, the energy is exactly `N a / 12` plus a sum of
independent harmonic terms in the displacements from the crystal sites. -/
theorem energy_eq {N : ℕ} {a : ℝ} (ha : 0 < a) (x : Fin N → ℝ) (hx : Monotone x)
    (hbox : ∀ i, x i ∈ Set.Icc 0 (N * a)) :
    energy a x = N * a / 12 + (1 / a) * ∑ i, (x i - site a i) ^ 2 := by
  have hQ : ∑ i, ∫ y in (0 : ℝ)..(N * a), |x i - y|
      = ∑ i, (x i ^ 2 - N * a * x i + (N * a) ^ 2 / 2) :=
    Finset.sum_congr rfl fun i _ => background_potential (hbox i).1 (hbox i).2
  have hb : 1 / (2 * a ^ 2) * ((N * a) ^ 3 / 3) = a * (N : ℝ) ^ 3 / 6 := by
    field_simp
    ring
  have hconst : (N : ℝ) * ((N : ℝ) ^ 2 / 2) = ∑ _i : Fin N, (N : ℝ) ^ 2 / 2 := by
    simp only [Finset.sum_const, Finset.card_univ, Fintype.card_fin, nsmul_eq_mul]
  -- complete the square charge by charge
  have hsum : (1 / a) * ∑ i, (x i - site a i) ^ 2
      = -∑ i : Fin N, (2 * ((i : ℕ) : ℝ) + 1 - (N : ℝ)) * x i
        + (1 / a) * ∑ i, (x i ^ 2 - N * a * x i + (N * a) ^ 2 / 2)
        + a * (∑ i : Fin N, (((i : ℕ) : ℝ) + 1 / 2) ^ 2 - N * ((N : ℝ) ^ 2 / 2)) := by
    rw [hconst, ← Finset.sum_sub_distrib, Finset.mul_sum, Finset.mul_sum, Finset.mul_sum,
      ← Finset.sum_neg_distrib, ← Finset.sum_add_distrib, ← Finset.sum_add_distrib]
    refine Finset.sum_congr rfl fun i _ => ?_
    unfold site
    field_simp
    ring
  unfold energy
  rw [pair_sum x hx, hQ, background_self (by positivity), hb]
  linear_combination (-1) * hsum - a * sum_half_integers_sq N
```

The hypothesis `hbox` places every charge in the closed interval $[0,Na]$; charges outside the background are not treated. The identity `hsum` completes the square term by term, and `linear_combination` inserts the half-integer sum.

Since $1/a>0$, the energy equals $Na/12$ exactly when every square vanishes, that is, $x_i=s_i$ for all $i$.

```lean
/-- Among ordered configurations inside the background, the energy equals `N a / 12` exactly when
every charge sits at its crystal site. -/
theorem energy_eq_min_iff {N : ℕ} {a : ℝ} (ha : 0 < a) (x : Fin N → ℝ) (hx : Monotone x)
    (hbox : ∀ i, x i ∈ Set.Icc 0 (N * a)) :
    energy a x = N * a / 12 ↔ ∀ i, x i = site a i := by
  rw [energy_eq ha x hx hbox]
  constructor
  · intro h i
    have h1 : (1 / a) * ∑ i, (x i - site a i) ^ 2 = 0 := by linarith
    have h2 := (mul_eq_zero.mp h1).resolve_left (one_div_pos.mpr ha).ne'
    have h3 := (Finset.sum_eq_zero_iff_of_nonneg (fun i _ => sq_nonneg (x i - site a i))).mp h2 i
      (Finset.mem_univ i)
    exact sub_eq_zero.mp (pow_eq_zero_iff two_ne_zero |>.mp h3)
  · intro h
    simp [h]
```

## Configurations in any order

The charges are identical, so a permutation $\sigma$ of the labels only reorders the sums:

$$E(x_{\sigma(0)},\dots,x_{\sigma(N-1)})=E(x_0,\dots,x_{N-1}).$$

```lean
/-- The energy does not change when the charges are relabelled. -/
theorem energy_perm {N : ℕ} (a : ℝ) (x : Fin N → ℝ) (σ : Equiv.Perm (Fin N)) :
    energy a (fun i => x (σ i)) = energy a x := by
  have h1 : ∑ i, ∑ j, |x (σ i) - x (σ j)| = ∑ i, ∑ j, |x i - x j| :=
    (Finset.sum_congr rfl fun i _ => Equiv.sum_comp σ (fun j => |x (σ i) - x j|)).trans
      (Equiv.sum_comp σ (fun i => ∑ j, |x i - x j|))
  have h2 : ∑ i, ∫ y in (0 : ℝ)..(N * a), |x (σ i) - y|
      = ∑ i, ∫ y in (0 : ℝ)..(N * a), |x i - y| :=
    Equiv.sum_comp σ (fun i => ∫ y in (0 : ℝ)..(N * a), |x i - y|)
  unfold energy
  beta_reduce
  rw [h1, h2]
```

Any configuration can thus be sorted without changing its energy. The formula for ordered charges then gives the lower bound, and equality forces the sorted positions onto the sites. Conversely, if $x_{\sigma(i)}=s_i$ for some $\sigma$, the relabelled positions are ordered because the sites are, and the energy is $Na/12$.

```lean
/-- For any positions inside the background the energy is at least `N a / 12`, with equality
exactly when the charges occupy the crystal sites, one each, in some order. -/
theorem wigner_crystal_ground_state {N : ℕ} {a : ℝ} (ha : 0 < a) (x : Fin N → ℝ)
    (hbox : ∀ i, x i ∈ Set.Icc 0 (N * a)) :
    N * a / 12 ≤ energy a x ∧
      (energy a x = N * a / 12 ↔ ∃ σ : Equiv.Perm (Fin N), ∀ i, x (σ i) = site a i) := by
  -- sort the charges from left to right
  have hs : Monotone (fun i => x (Tuple.sort x i)) := Tuple.monotone_sort x
  have hb : ∀ i, x (Tuple.sort x i) ∈ Set.Icc 0 (N * a) := fun i => hbox _
  refine ⟨?_, fun h => ⟨Tuple.sort x, ?_⟩, ?_⟩
  · rw [← energy_perm a x (Tuple.sort x), energy_eq ha _ hs hb]
    exact le_add_of_nonneg_right
      (mul_nonneg (one_div_pos.mpr ha).le (Finset.sum_nonneg fun i _ => sq_nonneg _))
  · exact (energy_eq_min_iff ha _ hs hb).mp ((energy_perm a x _).trans h)
  · rintro ⟨σ, hσ⟩
    have hm : Monotone (fun i => x (σ i)) := by
      intro i j hij
      have hc : ((i : ℕ) : ℝ) ≤ ((j : ℕ) : ℝ) := Nat.cast_le.mpr (Fin.le_def.mp hij)
      change x (σ i) ≤ x (σ j)
      rw [hσ i, hσ j]
      exact mul_le_mul_of_nonneg_right (by linarith) ha.le
    rw [← energy_perm a x σ]
    exact (energy_eq_min_iff ha _ hm (fun i => hbox _)).mpr hσ

end

end WignerCrystalLine
```

`Tuple.sort x` is the sorting permutation, used for the bound and for the forward direction of the equivalence. In the converse, `hm` proves that the relabelled configuration is ordered.

```lean
#print axioms WignerCrystalLine.wigner_crystal_ground_state
-- 'WignerCrystalLine.wigner_crystal_ground_state' depends on axioms: [propext, Classical.choice, Quot.sound]
```
